# Laguerre condition for r p(a r²) exp(−a r²/2) to solve the 2D radial oscillator equation at |m| = 1

The theorem `wave_osc_iff` concerns the radial equation of a two-dimensional harmonic oscillator at angular momentum of modulus one, −(h'' + h'/r − h/r²)/2 + k r² h/2 = E h for all r > 0, where h and h' are required to be differentiable on all of ℝ. For a > 0, any real ν and any real polynomial p, it states that the unnormalised function r p(a r²) exp(−a r²/2) solves this equation with k = a² and E = 2a(ν+1) exactly when x p'' + (2 − x) p' + ν p is the zero polynomial; p = 0 is not excluded. The attempt computes the first and second derivatives by the chain and product rules and shows that the residual of the equation is −2a r exp(−a r²/2) times the Laguerre expression at x = a r². One direction then follows by substitution, the other because a polynomial vanishing for all x > 0 is zero.

Lean 4 with Mathlib refuses this proof:

```lean
import Mathlib

open Polynomial

namespace RennerSigma

noncomputable section

/-- A radial function with first and second derivatives everywhere. -/
def TwiceDiff (f : ℝ → ℝ) : Prop := Differentiable ℝ f ∧ Differentiable ℝ (deriv f)

/-- Radial kinetic energy of the two-dimensional bend for angular momentum of modulus one. -/
def kinetic (f : ℝ → ℝ) (r : ℝ) : ℝ := -(deriv (deriv f) r + deriv f r / r - f r / r ^ 2) / 2

/-- `h` solves the radial oscillator equation with force constant `k` and energy `E`. -/
def IsOscState (k E : ℝ) (h : ℝ → ℝ) : Prop :=
  TwiceDiff h ∧ ∀ r > 0, kinetic h r + k * r ^ 2 * h r / 2 = E * h r

/-- The radial function `r p(a r²) exp(-a r²/2)`. -/
def wave (a : ℝ) (p : ℝ[X]) (r : ℝ) : ℝ := r * p.eval (a * r ^ 2) * Real.exp (-a * r ^ 2 / 2)

/-- The Laguerre expression `x p'' + (2 - x) p' + ν p`. -/
def laguerreOp (ν : ℝ) (p : ℝ[X]) : ℝ[X] :=
  X * derivative (derivative p) + (C 2 - X) * derivative p + C ν * p

/-- For `a > 0`, `r p(a r²) exp(-a r²/2)` solves the oscillator equation of force constant `a²`
with energy `2a(ν+1)` exactly when `x p'' + (2 - x) p' + ν p = 0`. -/
theorem wave_osc_iff {a : ℝ} (ha : 0 < a) (ν : ℝ) (p : ℝ[X]) :
    IsOscState (a ^ 2) (2 * a * (ν + 1)) (wave a p) ↔ laguerreOp ν p = 0 := by
  have hx : ∀ r : ℝ, HasDerivAt (fun r : ℝ => a * r ^ 2) (2 * a * r) r := fun r =>
    ((hasDerivAt_pow 2 r).const_mul a).congr_deriv (by first | ring1 | (norm_num; ring1))
  have hp : ∀ (q : ℝ[X]) (r : ℝ), HasDerivAt (fun r : ℝ => q.eval (a * r ^ 2))
      ((derivative q).eval (a * r ^ 2) * (2 * a * r)) r := by
    intro q r
    have h := HasDerivAt.comp r (q.hasDerivAt (a * r ^ 2)) (hx r)
    exact h
  have hG : ∀ r : ℝ, HasDerivAt (fun r : ℝ => Real.exp (-a * r ^ 2 / 2))
      (Real.exp (-a * r ^ 2 / 2) * (-a * r)) r := by
    intro r
    have h : HasDerivAt (fun r : ℝ => -a * r ^ 2 / 2) (-a * r) r :=
      (((hasDerivAt_pow 2 r).const_mul (-a)).div_const 2).congr_deriv
        (by first | ring1 | (norm_num; ring1))
    exact h.exp
  -- first and second derivative by the product rule
  have d1 : ∀ r : ℝ, HasDerivAt (wave a p) ((p.eval (a * r ^ 2) + 2 * (a * r ^ 2) *
      (derivative p).eval (a * r ^ 2) - a * r ^ 2 * p.eval (a * r ^ 2)) *
      Real.exp (-a * r ^ 2 / 2)) r := by
    intro r
    have h := ((hasDerivAt_id' r).fun_mul (hp p r)).fun_mul (hG r)
    exact h.congr_deriv (by ring)
  have d2 := fun r : ℝ => (((hp p r).fun_add (((hx r).const_mul 2).fun_mul
    (hp (derivative p) r))).fun_sub ((hx r).fun_mul (hp p r))).fun_mul (hG r)
  have e1 := funext fun r => (d1 r).deriv
  have e1' : deriv (wave a p) = _ := e1
  -- the residual of the radial equation is the Laguerre expression
  have key : ∀ r > 0, kinetic (wave a p) r + a ^ 2 * r ^ 2 * wave a p r / 2
      - 2 * a * (ν + 1) * wave a p r
      = -2 * a * r * Real.exp (-a * r ^ 2 / 2) * (laguerreOp ν p).eval (a * r ^ 2) := by
    intro r hr
    have hr0 : r ≠ 0 := ne_of_gt hr
    have h1 : ∀ P Q G : ℝ, (P + 2 * (a * r ^ 2) * Q - a * r ^ 2 * P) * G / r
        - r * P * G / r ^ 2 = (2 * a * r * Q - a * r * P) * G := by
      intro P Q G
      field_simp
      ring
    have e2 : deriv (deriv (wave a p)) r = _ := by
      rw [e1']
      exact (d2 r).deriv
    rw [kinetic, e2, (d1 r).deriv]
    simp only [wave, laguerreOp, eval_add, eval_mul, eval_sub, eval_X, eval_C]
    linear_combination (-1 / 2) * h1 (p.eval (a * r ^ 2)) ((derivative p).eval (a * r ^ 2))
      (Real.exp (-a * r ^ 2 / 2))
  constructor
  · rintro ⟨-, h⟩
    -- a polynomial that vanishes for all x > 0 is zero
    refine eq_zero_of_infinite_isRoot _ ((Set.Ioi_infinite (0 : ℝ)).mono fun x hx0 => ?_)
    have hxa : 0 < x / a := div_pos hx0 ha
    have hr := Real.sqrt_pos.mpr hxa
    have hxr : a * Real.sqrt (x / a) ^ 2 = x := by
      rw [Real.sq_sqrt hxa.le]
      field_simp
    have h0 := key _ hr
    rw [h _ hr, sub_self, hxr] at h0
    refine (mul_eq_zero.mp h0.symm).resolve_left ?_
    exact mul_ne_zero (mul_ne_zero (mul_ne_zero (by norm_num) ha.ne') hr.ne') (Real.exp_ne_zero _)
  · intro h
    refine ⟨⟨fun r => (d1 r).differentiableAt, ?_⟩, fun r hr => ?_⟩
    · rw [e1']
      exact fun r => (d2 r).differentiableAt
    · have h0 := key r hr
      rw [h, eval_zero, mul_zero] at h0
      linear_combination h0

end

end RennerSigma
```

The compiler's answer:

```
Main.lean:66:43: error: don't know how to synthesize placeholder
context:
a : ℝ
ha : 0 < a
ν : ℝ
p : ℝ[X]
hx : ∀ (r : ℝ), HasDerivAt (fun r => a * r ^ 2) (2 * a * r) r
hp : ∀ (q : ℝ[X]) (r : ℝ), HasDerivAt (fun r => eval (a * r ^ 2) q) (eval (a * r ^ 2) (derivative q) * (2 * a * r)) r
hG : ∀ (r : ℝ), HasDerivAt (fun r => Real.exp (-a * r ^ 2 / 2)) (Real.exp (-a * r ^ 2 / 2) * (-a * r)) r
d1 :
  ∀ (r : ℝ),
    HasDerivAt (wave a p)
      ((eval (a * r ^ 2) p + 2 * (a * r ^ 2) * eval (a * r ^ 2) (derivative p) - a * r ^ 2 * eval (a * r ^ 2) p) *
        Real.exp (-a * r ^ 2 / 2))
      r
d2 :
  ∀ (r : ℝ),
    HasDerivAt
      (fun i =>
        (eval (a * i ^ 2) p + 2 * (a * i ^ 2) * eval (a * i ^ 2) (derivative p) - a * i ^ 2 * eval (a * i ^ 2) p) *
          Real.exp (-a * i ^ 2 / 2))
      ((eval (a * r ^ 2) (derivative p) * (2 * a * r) +
              (2 * (2 * a * r) * eval (a * r ^ 2) (derivative p) +
                2 * (a * r ^ 2) * (eval (a * r ^ 2) (derivative (derivative p)) * (2 * a * r))) -
            (2 * a * r * eval (a * r ^ 2) p + a * r ^ 2 * (eval (a * r ^ 2) (derivative p) * (2 * a * r)))) *
          Real.exp (-a * r ^ 2 / 2) +
        (eval (a * r ^ 2) p + 2 * (a * r ^ 2) * eval (a * r ^ 2) (derivative p) - a * r ^ 2 * eval (a * r ^ 2) p) *
          (Real.exp (-a * r ^ 2 / 2) * (-a * r)))
      r
e1 :
  deriv (wave a p) = fun r =>
    (eval (a * r ^ 2) p + 2 * (a * r ^ 2) * eval (a * r ^ 2) (derivative p) - a * r ^ 2 * eval (a * r ^ 2) p) *
      Real.exp (-a * r ^ 2 / 2)
e1' :
  deriv (wave a p) = fun r =>
    (eval (a * r ^ 2) p + 2 * (a * r ^ 2) * eval (a * r ^ 2) (derivative p) - a * r ^ 2 * eval (a * r ^ 2) p) *
      Real.exp (-a * r ^ 2 / 2)
r : ℝ
hr : r > 0
hr0 : r ≠ 0
h1 :
  ∀ (P Q G : ℝ), (P + 2 * (a * r ^ 2) * Q - a * r ^ 2 * P) * G / r - r * P * G / r ^ 2 = (2 * a * r * Q - a * r * P) * G
⊢ ℝ
```

After these edits no error is left:

```diff
@@ -29,5 +29,5 @@
     IsOscState (a ^ 2) (2 * a * (ν + 1)) (wave a p) ↔ laguerreOp ν p = 0 := by
   have hx : ∀ r : ℝ, HasDerivAt (fun r : ℝ => a * r ^ 2) (2 * a * r) r := fun r =>
-    ((hasDerivAt_pow 2 r).const_mul a).congr_deriv (by first | ring1 | (norm_num; ring1))
+    ((hasDerivAt_pow 2 r).const_mul a).congr_deriv (by ring1)
   have hp : ∀ (q : ℝ[X]) (r : ℝ), HasDerivAt (fun r : ℝ => q.eval (a * r ^ 2))
       ((derivative q).eval (a * r ^ 2) * (2 * a * r)) r := by
@@ -39,6 +39,5 @@
     intro r
     have h : HasDerivAt (fun r : ℝ => -a * r ^ 2 / 2) (-a * r) r :=
-      (((hasDerivAt_pow 2 r).const_mul (-a)).div_const 2).congr_deriv
-        (by first | ring1 | (norm_num; ring1))
+      (((hasDerivAt_pow 2 r).const_mul (-a)).div_const 2).congr_deriv (by ring1)
     exact h.exp
   -- first and second derivative by the product rule
@@ -64,7 +63,6 @@
       field_simp
       ring
-    have e2 : deriv (deriv (wave a p)) r = _ := by
-      rw [e1']
-      exact (d2 r).deriv
+    have e2 : deriv (deriv (wave a p)) r = _ :=
+      (congrArg (fun F : ℝ → ℝ => deriv F r) e1').trans (d2 r).deriv
     rw [kinetic, e2, (d1 r).deriv]
     simp only [wave, laguerreOp, eval_add, eval_mul, eval_sub, eval_X, eval_C]
```

Cause. The single message points at the `_` on the right-hand side of `have e2 : deriv (deriv (wave a p)) r = _ := by ...`. The goal `⊢ ℝ` is the type of that hole: Lean has no value for the second derivative. A `by` block is postponed until the surrounding term has been elaborated, and Lean will not start it while the statement still contains an unassigned placeholder. The `exact (d2 r).deriv` that would have fixed the right-hand side therefore never runs. The similar line `e1' : deriv (wave a p) = _ := e1` passes, as the context shows, because its proof is a term unified with the statement directly.

The repair makes `e2` a term as well. `congrArg (fun F : ℝ → ℝ => deriv F r) e1'` does the work of `rw [e1']`, equating the second derivative at `r` with the derivative of the explicit first-derivative function. `.trans (d2 r).deriv` continues to the explicit value in `d2`, and unification assigns that value to `_`.

Replacing `first | ring1 | (norm_num; ring1)` by `ring1` in `hx` and `hG` is tidying, unrelated to the message.
